# For k > 0, the Coulomb kernel cut off at |z| = R stays bounded at long in-plane wavelength exactly when sin(kR) = 0

In a plane-wave calculation of a slab, the Coulomb interaction can be cut off at a distance $R$ along the surface normal to keep periodic images from interacting. The choice of $R$ relative to the cell length $L$ then matters. If $R$ is an integer multiple of $L/2$, the interaction stays bounded at long in-plane wavelength for every nonzero out-of-plane wave number of the cell; for any other $R>0$ it diverges for at least one of them.

```lean
import Mathlib

open Real Filter Topology

namespace SlabTruncationLength

noncomputable section

/-- Coulomb potential at height `z` of a charge sheet modulated with in-plane wave number `g`,
in Gaussian atomic units; the domain is `g > 0`. -/
def sheetPotential (g z : ℝ) : ℝ := 2 * π / g * Real.exp (-g * |z|)

/-- The slab kernel: the sheet potential cut off at `|z| = R` and Fourier transformed at the
out-of-plane wave number `k`; the domain is `g > 0`. -/
def slabKernel (R k g : ℝ) : ℝ :=
  ∫ z in (-R)..R, sheetPotential g z * Real.cos (k * z)

/-- The slab kernel at out-of-plane wave number `k` stays bounded as the in-plane wave number
decreases to zero. -/
def StaysBounded (R k : ℝ) : Prop :=
  ∃ C : ℝ, ∀ᶠ g in 𝓝[>] (0 : ℝ), |slabKernel R k g| ≤ C

/-- Hartree energy per volume of a real charge density with in-plane wave vectors `±G`, `|G| = g`:
`ρ k` is the amplitude at `G` and out-of-plane wave number `k ∈ s`, and the opposite wave vectors
carry the conjugate amplitudes. The domain is `g > 0`. -/
def hartreeEnergy (R g : ℝ) (s : Finset ℝ) (ρ : ℝ → ℂ) : ℝ :=
  ∑ k ∈ s, slabKernel R k g * ‖ρ k‖ ^ 2

/-- Closed form of the slab kernel for any out-of-plane wave number `k`, any cutoff `R ≥ 0` and
nonzero `g`. -/
theorem slabKernel_eq {R g : ℝ} (k : ℝ) (hR : 0 ≤ R) (hg : g ≠ 0) :
    slabKernel R k g = 4 * π / (g ^ 2 + k ^ 2) *
      (1 + Real.exp (-g * R) * (k / g * Real.sin (k * R) - Real.cos (k * R))) := by
  have hD : g ^ 2 + k ^ 2 ≠ 0 := by positivity
  have hs : Continuous (fun z : ℝ => sheetPotential g z) := by
    show Continuous (fun z : ℝ => 2 * π / g * Real.exp (-g * |z|))
    exact continuous_const.mul (Real.continuous_exp.comp (continuous_const.mul continuous_abs))
  have hc : Continuous (fun z : ℝ => sheetPotential g z * Real.cos (k * z)) :=
    hs.mul (Real.continuous_cos.comp (continuous_const.mul continuous_id))
  -- the lower half of the slab contributes as much as the upper half
  have mirror : ∫ z in (-R)..0, sheetPotential g z * Real.cos (k * z) =
      ∫ z in (0 : ℝ)..R, sheetPotential g z * Real.cos (k * z) := by
    have h := intervalIntegral.integral_comp_neg (a := 0) (b := R)
      (fun z => sheetPotential g z * Real.cos (k * z))
    simp only [sheetPotential, abs_neg, mul_neg, Real.cos_neg, neg_zero] at h
    simp only [sheetPotential]
    exact h.symm
  -- the upper half has an elementary antiderivative
  have half := intervalIntegral.integral_eq_sub_of_hasDerivAt (a := 0) (b := R)
    (f := fun z => 2 * π / (g * (g ^ 2 + k ^ 2)) *
      (Real.exp (-g * z) * (k * Real.sin (k * z) - g * Real.cos (k * z))))
    (f' := fun z => sheetPotential g z * Real.cos (k * z))
    (by
      intro z hz
      rw [Set.uIcc_of_le hR] at hz
      have lin (c : ℝ) : HasDerivAt (fun y : ℝ => c * y) c z := by
        simpa using (hasDerivAt_id z).const_mul c
      have h := ((lin (-g)).exp.fun_mul
        (((lin k).sin.const_mul k).fun_sub ((lin k).cos.const_mul g))).const_mul
          (2 * π / (g * (g ^ 2 + k ^ 2)))
      refine h.congr_deriv ?_
      simp only [sheetPotential, abs_of_nonneg hz.1]
      field_simp
      ring)
    (hc.intervalIntegrable _ _)
  unfold slabKernel
  rw [← intervalIntegral.integral_add_adjacent_intervals
    (hc.intervalIntegrable (-R) 0) (hc.intervalIntegrable 0 R), mirror, half]
  simp only [mul_zero, Real.exp_zero, Real.sin_zero, Real.cos_zero]
  field_simp
  ring

/-- For `k > 0` and `R ≥ 0`, `g` times the slab kernel tends to `4π sin(kR)/k` as `g` decreases
to zero. -/
theorem tendsto_mul_slabKernel {R k : ℝ} (hR : 0 ≤ R) (hk : 0 < k) :
    Tendsto (fun g => g * slabKernel R k g) (𝓝[>] 0) (𝓝 (4 * π * Real.sin (k * R) / k)) := by
  have hD : (0 : ℝ) ^ 2 + k ^ 2 ≠ 0 := by positivity
  have hd : ContinuousAt (fun g : ℝ => g ^ 2 + k ^ 2) 0 := by fun_prop
  have hn : ContinuousAt (fun g : ℝ => g + Real.exp (-g * R) *
      (k * Real.sin (k * R) - g * Real.cos (k * R))) 0 := by fun_prop
  have hc : ContinuousAt (fun g : ℝ => 4 * π / (g ^ 2 + k ^ 2) *
      (g + Real.exp (-g * R) * (k * Real.sin (k * R) - g * Real.cos (k * R)))) 0 :=
    (continuousAt_const.div hd hD).mul hn
  have h0 : 4 * π / ((0 : ℝ) ^ 2 + k ^ 2) *
      (0 + Real.exp (-0 * R) * (k * Real.sin (k * R) - 0 * Real.cos (k * R))) =
      4 * π * Real.sin (k * R) / k := by
    simp only [neg_zero, zero_mul, Real.exp_zero, sub_zero, one_mul, zero_add, ne_eq,
      OfNat.ofNat_ne_zero, not_false_eq_true, zero_pow]
    field_simp
  have h := hc.tendsto.mono_left (nhdsWithin_le_nhds (s := Set.Ioi 0))
  rw [h0] at h
  refine h.congr' ?_
  filter_upwards [self_mem_nhdsWithin] with g hg
  have hg' : g ≠ 0 := ne_of_gt hg
  rw [slabKernel_eq k hR hg']
  field_simp

/-- For `k > 0`, `R ≥ 0` and `sin(kR) < 0`, the slab kernel tends to minus infinity as `g`
decreases to zero. -/
theorem slabKernel_tendsto_atBot {R k : ℝ} (hR : 0 ≤ R) (hk : 0 < k)
    (hs : Real.sin (k * R) < 0) : Tendsto (slabKernel R k) (𝓝[>] 0) atBot := by
  have hC : 4 * π * Real.sin (k * R) / k < 0 :=
    div_neg_of_neg_of_pos (mul_neg_of_pos_of_neg (by positivity) hs) hk
  refine ((tendsto_mul_slabKernel hR hk).neg_mul_atTop hC tendsto_inv_nhdsGT_zero).congr' ?_
  filter_upwards [self_mem_nhdsWithin] with g hg
  have hg' : g ≠ 0 := ne_of_gt hg
  field_simp

/-- For `k > 0`, `R ≥ 0` and `sin(kR) > 0`, the slab kernel tends to plus infinity as `g`
decreases to zero. -/
theorem slabKernel_tendsto_atTop {R k : ℝ} (hR : 0 ≤ R) (hk : 0 < k)
    (hs : 0 < Real.sin (k * R)) : Tendsto (slabKernel R k) (𝓝[>] 0) atTop := by
  have hC : 0 < 4 * π * Real.sin (k * R) / k := by positivity
  refine ((tendsto_mul_slabKernel hR hk).pos_mul_atTop hC tendsto_inv_nhdsGT_zero).congr' ?_
  filter_upwards [self_mem_nhdsWithin] with g hg
  have hg' : g ≠ 0 := ne_of_gt hg
  field_simp

/-- For `k > 0` and `R ≥ 0`, the slab kernel stays bounded as `g` decreases to zero if and only if
`sin(kR) = 0`. -/
theorem staysBounded_iff {R k : ℝ} (hR : 0 ≤ R) (hk : 0 < k) :
    StaysBounded R k ↔ Real.sin (k * R) = 0 := by
  constructor
  · rintro ⟨C, hC⟩
    by_contra hne
    rcases lt_or_gt_of_ne hne with hs | hs
    · obtain ⟨g, h1, h2⟩ :=
        (hC.and ((slabKernel_tendsto_atBot hR hk hs).eventually_lt_atBot (-C))).exists
      linarith [(abs_le.1 h1).1]
    · obtain ⟨g, h1, h2⟩ :=
        (hC.and ((slabKernel_tendsto_atTop hR hk hs).eventually_gt_atTop C)).exists
      linarith [(abs_le.1 h1).2]
  · intro hs
    refine ⟨4 * π / k ^ 2 * 2, ?_⟩
    filter_upwards [self_mem_nhdsWithin] with g hg
    have hg0 : 0 < g := hg
    have he : Real.exp (-g * R) ≤ 1 := Real.exp_le_one_iff.2 (by nlinarith)
    have hec : |Real.exp (-g * R) * Real.cos (k * R)| ≤ 1 := by
      rw [abs_mul, abs_of_pos (Real.exp_pos _)]
      exact mul_le_one₀ he (abs_nonneg _) (Real.abs_cos_le_one _)
    have hb : |1 + Real.exp (-g * R) * (k / g * 0 - Real.cos (k * R))| ≤ 2 := by
      rw [abs_le] at hec ⊢
      constructor <;> linarith [hec.1, hec.2]
    have hp : 4 * π / (g ^ 2 + k ^ 2) ≤ 4 * π / k ^ 2 :=
      div_le_div_of_nonneg_left (by positivity) (by positivity) (by nlinarith)
    rw [slabKernel_eq k hR hg0.ne', hs, abs_mul,
      abs_of_pos (show 0 < 4 * π / (g ^ 2 + k ^ 2) by positivity)]
    exact mul_le_mul hp hb (abs_nonneg _) (by positivity)

/-- Let `R > 0` and let the basis contain the wave numbers `0` and `k > 0` with `sin(kR) < 0`.
Then for all sufficiently small `g > 0` the Hartree energy takes both signs. -/
theorem hartreeEnergy_indefinite {R k : ℝ} (hR : 0 < R) (hk : 0 < k)
    (hs : Real.sin (k * R) < 0) (s : Finset ℝ) (h0 : (0 : ℝ) ∈ s) (hks : k ∈ s) :
    ∀ᶠ g in 𝓝[>] (0 : ℝ),
      (∃ ρ, hartreeEnergy R g s ρ < 0) ∧ (∃ ρ, 0 < hartreeEnergy R g s ρ) := by
  -- a density with a single unit amplitude has the kernel itself as its energy
  have single (g q : ℝ) (hq : q ∈ s) :
      hartreeEnergy R g s (fun p => if p = q then 1 else 0) = slabKernel R q g := by
    unfold hartreeEnergy
    rw [Finset.sum_eq_single_of_mem q hq (fun b _ hb => by simp [hb])]
    simp
  filter_upwards [self_mem_nhdsWithin,
    (slabKernel_tendsto_atBot hR.le hk hs).eventually_lt_atBot 0] with g hg hneg
  have hg0 : 0 < g := hg
  refine ⟨⟨_, (single g k hks).trans_lt hneg⟩, ⟨_, lt_of_lt_of_eq ?_ (single g 0 h0).symm⟩⟩
  have he : Real.exp (-g * R) < 1 := Real.exp_lt_one_iff.2 (by nlinarith [mul_pos hg0 hR])
  have h1 : 1 + Real.exp (-g * R) * (0 / g * Real.sin (0 * R) - Real.cos (0 * R)) =
      1 - Real.exp (-g * R) := by
    rw [zero_mul, Real.cos_zero, zero_div, zero_mul]
    ring
  rw [slabKernel_eq 0 hR.le hg0.ne', h1]
  exact mul_pos (by positivity) (by linarith)

/-- In a periodic cell of length `L > 0`, with cutoff `R ≥ 0`, the slab kernels at all wave numbers
`2πn/L`, `n ≥ 1`, stay bounded if and only if `R` is an integer multiple of `L/2`. -/
theorem truncation_length_iff {R L : ℝ} (hR : 0 ≤ R) (hL : 0 < L) :
    (∀ n : ℕ, 0 < n → StaysBounded R (2 * π * n / L)) ↔ ∃ m : ℤ, R = m * L / 2 := by
  constructor
  · intro h
    -- the longest wave in the cell already restricts the cutoff to integer multiples of `L/2`
    have h1 := (staysBounded_iff hR (by positivity)).1 (h 1 one_pos)
    obtain ⟨m, hm⟩ := Real.sin_eq_zero_iff.1 h1
    rw [Nat.cast_one] at hm
    have h2 : π * (m * L) = π * (2 * R) := by
      calc π * (m * L) = (m * π) * L := by ring
        _ = 2 * π * 1 / L * R * L := by rw [hm]
        _ = π * (2 * R) := by field_simp
    have h3 := mul_left_cancel₀ Real.pi_ne_zero h2
    exact ⟨m, by linarith⟩
  · rintro ⟨m, hm⟩ n hn
    have hn' : (0 : ℝ) < n := Nat.cast_pos.2 hn
    refine (staysBounded_iff hR (by positivity)).2 (Real.sin_eq_zero_iff.2 ⟨n * m, ?_⟩)
    rw [hm]
    push_cast
    field_simp

end

end SlabTruncationLength
```

```lean
#print axioms SlabTruncationLength.staysBounded_iff
-- 'SlabTruncationLength.staysBounded_iff' depends on axioms: [propext, Classical.choice, Quot.sound]
#print axioms SlabTruncationLength.hartreeEnergy_indefinite
-- 'SlabTruncationLength.hartreeEnergy_indefinite' depends on axioms: [propext, Classical.choice, Quot.sound]
#print axioms SlabTruncationLength.truncation_length_iff
-- 'SlabTruncationLength.truncation_length_iff' depends on axioms: [propext, Classical.choice, Quot.sound]
```

## Bounded and divergent kernels

Let $z$ be the coordinate along the surface normal, $g>0$ the in-plane wave number and $k$ the out-of-plane wave number. The truncated kernel is

$$v(g,k)=\int_{-R}^{R}\frac{2\pi}{g}\,e^{-g|z|}\cos(kz)\,dz ,$$

written `slabKernel R k g` in Lean. For $k>0$ and $R\ge 0$, three theorems describe its behaviour as $g$ decreases to zero:

- If $\sin(kR)<0$, then $v\to-\infty$ (`slabKernel_tendsto_atBot`).
- If $\sin(kR)>0$, then $v\to+\infty$ (`slabKernel_tendsto_atTop`).
- The kernel stays bounded if and only if $\sin(kR)=0$ (`staysBounded_iff`).

The filter `𝓝[>] 0` expresses the approach to zero from above. `StaysBounded R k` therefore says that there are a constant $C$ and some $\delta>0$ with $|v(g,k)|\le C$ whenever $0<g<\delta$.

Two further theorems draw the consequences. `hartreeEnergy_indefinite` says that, for $R>0$, if the basis contains the wave numbers $0$ and some $k>0$ with $\sin(kR)<0$, then for all sufficiently small $g$ some densities have negative Hartree energy and others positive. `truncation_length_iff` treats a periodic cell of length $L>0$: the kernels at $k=2\pi n/L$ for all $n\ge1$ stay bounded if and only if $R=mL/2$ for some integer $m$. The case $R=0$ is allowed there, and its kernel is simply zero.

## From a charge sheet to the energy of a slab

A flat sheet of charge whose surface density varies as a plane wave with in-plane wave vector $\mathbf G$, $|\mathbf G|=g$, produces a potential with the same in-plane variation. Per unit amplitude, its strength at height $z$ is $(2\pi/g)e^{-g|z|}$ in Gaussian atomic units. This is `sheetPotential g z`. Cutting it off at $|z|=R$ and Fourier transforming along $z$ gives $v(g,k)$; the sine part of the transform vanishes because the potential is even in $z$.

For a real density, the amplitude at the opposite wave vector is the complex conjugate. Let $\rho_k$ be the amplitude at in-plane wave vector $\mathbf G$ and out-of-plane wave number $k$, with $k$ in a finite set $s$. The wave vectors with $+\mathbf G$ and those with $-\mathbf G$ contribute equally, which cancels the usual factor $\tfrac12$ of the Hartree energy. The energy per volume is

$$E=\sum_{k\in s}v(g,k)\,|\rho_k|^2 ,$$

which is `hartreeEnergy R g s ρ`. The set `s` may contain any real numbers; in a periodic cell they would be multiples of $2\pi/L$. Only the values of `ρ` on `s` matter.

The untruncated Coulomb interaction gives every such density a non-negative energy. A negative kernel breaks this property: a charge modulation that fills the cell can then have a negative electrostatic energy merely because of the cutoff. In electronic-structure calculations this bears on the choice of truncation length for the classical Hartree term, treated here for a density with one pair of in-plane wave vectors. The theorem gives no threshold for how small $g$ must be.

For an actual slab, the cutoff must also isolate the density from its periodic images. A density of thickness $d>0$ needs $R\ge d$, so that all of its internal interaction is kept, and $R\le L-d$, so that its images are excluded. Among the multiples of $L/2$, only $R=L/2$ can meet both conditions, and it does so when $d\le L/2$. A density confined in this way has, per cell, the same energy as a single isolated slab with the untruncated interaction for every $R$ between $d$ and $L-d$, so its energy is not negative even if some of the kernels are. The negative energies found here belong to densities that are not confined in this way.

## The integral in closed form

The integrand is even in $z$, so the integral is twice its upper half. For $z\ge0$ the absolute value disappears, and

$$\frac{d}{dz}\left[\frac{e^{-gz}\left(k\sin kz-g\cos kz\right)}{g^2+k^2}\right]=e^{-gz}\cos kz ,$$

because the two terms $\pm gk\sin kz$ cancel and the cosine terms add up to $(g^2+k^2)\cos kz$. Between $0$ and $R$ this gives

$$v(g,k)=\frac{4\pi}{g}\,\frac{g+e^{-gR}\left(k\sin kR-g\cos kR\right)}{g^2+k^2},$$

and dividing the numerator by $g$ yields

$$v(g,k)=\frac{4\pi}{g^2+k^2}\left[1+e^{-gR}\left(\frac{k}{g}\sin kR-\cos kR\right)\right].$$

This is `slabKernel_eq`. In its proof, `mirror` substitutes $z\to-z$ in the lower half, and `half` applies the fundamental theorem of calculus to the antiderivative above, multiplied by $2\pi/g$. Continuity of the integrand supplies integrability, and `integral_add_adjacent_intervals` joins the two halves. The formula holds for every real $k$, including zero.

## The coefficient of 1/g

For $k>0$, the only term of the closed form that can be singular at $g=0$ is the one with $k/g$. Multiplying by $g$ removes this singularity:

$$g\,v(g,k)=\frac{4\pi}{g^2+k^2}\left[g+e^{-gR}\left(k\sin kR-g\cos kR\right)\right].$$

For $k>0$ the right-hand side is continuous at $g=0$, where its value is

$$\frac{4\pi}{k^2}\,k\sin kR=\frac{4\pi\sin kR}{k}.$$

`tendsto_mul_slabKernel` follows this argument. It first proves continuity of the right-hand side and evaluates it at zero. It then uses `congr'` to transfer the limit to $g\,v$, since the two expressions need to agree only for $g>0$.

Now write $v=(g\,v)\cdot g^{-1}$. The first factor has the limit just found and the second tends to $+\infty$. If the limit is negative, the product tends to $-\infty$; if it is positive, the product tends to $+\infty$. The lemmas `neg_mul_atTop` and `pos_mul_atTop` carry out these two cases.

If $\sin(kR)=0$, the singular term is absent. Since $e^{-gR}\le1$ and $|\cos kR|\le1$, the bracket in the closed form has absolute value at most $2$, while the prefactor is at most $4\pi/k^2$. Hence

$$|v(g,k)|\le\frac{8\pi}{k^2}\qquad\text{for all } g>0 .$$

This is one direction of `staysBounded_iff`. For the other, suppose that the kernel is bounded by $C$ near zero but the sine is not zero. One of the two divergences then provides a small $g$ with $v<-C$ or $v>C$, which contradicts the bound. The equivalence needs $k\ne0$: at $k=0$ and $R>0$ the sine vanishes, yet the closed form grows as $4\pi R/g$.

## Densities with energies of opposite sign

To find the two signs of the Hartree energy, it is enough to use densities with a single nonzero amplitude. If $\rho_q=1$ for one $q\in s$ and all other amplitudes vanish, then $E=v(g,q)$. This is the local statement `single`.

Choosing $q=k$ with $\sin(kR)<0$ gives a negative energy once $g$ is small enough, by the divergence to $-\infty$. Choosing $q=0$ gives

$$E=v(g,0)=\frac{4\pi}{g^2}\left(1-e^{-gR}\right)>0 ,$$

because $g$ and $R$ are positive. The proof of `hartreeEnergy_indefinite` combines the two choices with `filter_upwards`, so that both densities exist at the same $g$.

## Truncation lengths that suit the whole cell

Suppose that the kernels at $k=2\pi n/L$ stay bounded for all $n\ge1$. The case $n=1$ alone gives $\sin(2\pi R/L)=0$, hence $2\pi R/L=m\pi$ for some integer $m$, and therefore $R=mL/2$. The longest wave in the cell already fixes the allowed cutoffs.

Conversely, if $R=mL/2$, then

$$kR=\frac{2\pi n}{L}\,\frac{mL}{2}=nm\pi ,$$

and the sine vanishes for every $n$. In `truncation_length_iff`, both directions pass through `staysBounded_iff` and `Real.sin_eq_zero_iff`, which identifies the zeros of the sine with the integer multiples of $\pi$. Negative wave numbers impose no further condition, since the cosine makes the kernel even in $k$.
